# The rank of a circulant Hamiltonian over any field, from one polynomial gcd

Before solving $Hf=b$ on a periodic ring, for instance for the response of a tight-binding model to a source $b$, it is useful to know whether $H$ is singular and how many independent null vectors it has. If the ring is translation invariant, Euclid's algorithm for polynomials gives that number without computing any eigenvalue.

Let the ring have $N\ge 1$ sites, labelled by the integers modulo $N$, and let $h(j)$ be the amplitude for hopping forward by $j$ sites. With

$$p=\sum_{j=0}^{N-1}h(j)X^j,\qquad H(x,y)=h(x-y),$$

the result is

$$\operatorname{rank}H+\deg\gcd(p,\,X^N-1)=N .$$

The usual route passes to Bloch states and counts the $N$-th roots of unity $\omega$ with $p(\omega)\neq0$. That requires $N$ distinct $N$-th roots of unity. For rational amplitudes and $N>2$ one finds them by passing to a larger field such as $\mathbb C$, which does not change the rank; if the characteristic of the field divides $N$, no larger field contains them. Here the amplitudes lie in an arbitrary field $K$. Physical Hamiltonians have $K=\mathbb C$ and a Hermitian $H$, but Hermiticity is never used.

In electronic structure, with energies measured from the site energy so that $h(0)=0$, the degree of the gcd counts the independent nonbonding orbitals of a translation-invariant Hückel ring of non-interacting electrons with one orbital per site. States at another energy $E\in K$ are counted by replacing $h(0)$ with $h(0)-E$. The step left to the user is the identification of a real system with such a matrix, its entries known exactly: a gcd is sensitive to rounding in the coefficients.

In Lean the sites are `ZMod N`, and `[NeZero N]` says that $N\ge1$.

```lean
import Mathlib

open Polynomial

namespace CirculantRank

variable {N : ℕ} [NeZero N] {K : Type*} [Field K]
```

## Hamiltonian, polynomial and translation

The matrix element $H(x,y)=h(x-y)$ takes a particle from $y$ to $x$. The difference is taken modulo $N$, which builds in the periodic boundary condition.

```lean
/-- The translation-invariant Hamiltonian on a ring of `N` sites, with matrix elements
`H(x, y) = h (x - y)`. -/
def hamiltonian (h : ZMod N → K) : Matrix (ZMod N) (ZMod N) K :=
  Matrix.of fun x y => h (x - y)
```

The polynomial $p$ stores the same amplitudes as coefficients, with each hop represented by an integer from $0$ to $N-1$. A hop backwards by one site therefore appears as $X^{N-1}$.

```lean
/-- The hopping polynomial `p = ∑ h(j) X^j`, with `j` running from `0` to `N - 1`. -/
noncomputable def hopPoly (h : ZMod N → K) : K[X] :=
  ∑ j ∈ Finset.range N, C (h (j : ZMod N)) * X ^ j
```

Write $g=\gcd(p,X^N-1)$. It is fixed only up to a nonzero constant factor, which does not affect its degree.

```lean
open scoped Classical in
/-- The greatest common divisor of the hopping polynomial and `X^N - 1`. -/
noncomputable def commonFactor (h : ZMod N → K) : K[X] :=
  EuclideanDomain.gcd (hopPoly h) (X ^ N - 1)
```

The translation $T$ acts on amplitudes by $(Tf)(x)=f(x-1)$, so it moves a state forward by one site.

```lean
variable (N K) in
/-- The translation by one site, `(T f)(x) = f (x - 1)`. -/
def shift : Module.End K (ZMod N → K) :=
  LinearMap.funLeft K K fun x => x - 1
```

Let $\delta_0$ be the state with amplitude $1$ at site $0$ and $0$ elsewhere.

```lean
variable (N K) in
/-- The state with amplitude one at site `0` and zero elsewhere. -/
def originState : ZMod N → K := Pi.single 0 1
```

## The Hamiltonian as a polynomial in the translation

Repeated translation gives $(T^jf)(x)=f(x-j)$. This holds for $j=0$, and if it holds for $j$ at every site, then

$$(T^{j+1}f)(x)=(T^jf)(x-1)=f(x-1-j).$$

The Lean induction keeps $x$ general because the hypothesis is used at $x-1$.

```lean
omit [NeZero N] in
/-- Translating `j` times moves a state by `j` sites. -/
theorem shift_pow_apply (j : ℕ) (f : ZMod N → K) (x : ZMod N) :
    (shift N K ^ j) f x = f (x - j) := by
  induction j generalizing x with
  | zero => simp
  | succ j ih =>
    rw [pow_succ', Module.End.mul_apply]
    change (shift N K ^ j) f (x - 1) = _
    rw [ih]
    congr 1
    push_cast
    ring
```

Consequently

$$(p(T)f)(x)=\sum_{j=0}^{N-1}h(j)f(x-j)=\sum_{z}h(z)f(x-z)=\sum_y h(x-y)f(y)=(Hf)(x),$$

where $z$ and $y$ run over the sites. The first equality is `hR`. The second, `hS`, passes from integers below $N$ to sites, and the third substitutes $z=x-y$. In the statement, `mulVecLin` is the matrix regarded as a linear map, and `aeval` evaluates a polynomial at an operator.

```lean
/-- The Hamiltonian is the hopping polynomial evaluated at the translation operator. -/
theorem hamiltonian_eq_aeval (h : ZMod N → K) :
    (hamiltonian h).mulVecLin = aeval (shift N K) (hopPoly h) := by
  refine LinearMap.ext fun f => funext fun x => ?_
  have hR : aeval (shift N K) (hopPoly h) f x
      = ∑ j ∈ Finset.range N, h (j : ZMod N) * f (x - j) := by
    simp [hopPoly, map_sum, LinearMap.sum_apply, Finset.sum_apply, shift_pow_apply,
      Module.algebraMap_end_apply]
  -- the integers below `N` label the sites once each
  have hS : ∑ j ∈ Finset.range N, h (j : ZMod N) * f (x - j)
      = ∑ z : ZMod N, h z * f (x - z) :=
    Finset.sum_nbij' (fun j : ℕ => (j : ZMod N)) ZMod.val
      (fun _ _ => Finset.mem_univ _) (fun z _ => Finset.mem_range.2 (ZMod.val_lt z))
      (fun j hj => by rw [ZMod.val_natCast, Nat.mod_eq_of_lt (Finset.mem_range.1 hj)])
      (fun z _ => ZMod.natCast_zmod_val z) (fun _ _ => rfl)
  rw [hR, hS]
  change ∑ y, h (x - y) * f y = _
  exact Fintype.sum_equiv (Equiv.subLeft x) _ _ fun y => by simp
```

## Every state is generated from one site

For a state $f$, let $p_f=\sum_{j<N}f(j)X^j$. The previous identity, with $f$ in place of $h$, gives

$$(p_f(T)\delta_0)(x)=\sum_y f(x-y)\delta_0(y)=f(x).$$

Thus $p_f(T)\delta_0=f$: polynomials in $T$ produce every state from $\delta_0$.

```lean
/-- The hopping polynomial of `f`, evaluated at the translation operator, creates the state `f`
from the state localised at site `0`. -/
theorem aeval_hopPoly_origin (f : ZMod N → K) :
    aeval (shift N K) (hopPoly f) (originState N K) = f := by
  rw [← hamiltonian_eq_aeval]
  funext x
  change ∑ y, f (x - y) * originState N K y = f x
  simp [originState, Pi.single_apply]
```

Conversely, no nonzero polynomial $r$ of degree below $N$ annihilates $\delta_0$. Such an $r=\sum_{j<N}r_jX^j$ equals $p_f$ for the state $f(j)=r_j$, so $r(T)\delta_0=f$. If this vanishes, all the coefficients $r_j$ vanish.

```lean
/-- A polynomial in the translation of degree below `N` that annihilates the state localised at
site `0` is the zero polynomial. -/
theorem eq_zero_of_aeval_origin {r : K[X]} (hr : r.natDegree < N)
    (h0 : aeval (shift N K) r (originState N K) = 0) : r = 0 := by
  have hr' : r = hopPoly (fun z : ZMod N => r.coeff z.val) := by
    refine (r.as_sum_range' N hr).trans (Finset.sum_congr rfl fun j hj => ?_)
    change monomial j (r.coeff j) = C (r.coeff (ZMod.val (j : ZMod N))) * X ^ j
    rw [ZMod.val_natCast, Nat.mod_eq_of_lt (Finset.mem_range.1 hj), C_mul_X_pow_eq_monomial]
  rw [hr', aeval_hopPoly_origin] at h0
  rw [hr', h0]
  simp [hopPoly]
```

Going once around the ring changes nothing: $(T^Nf)(x)=f(x-N)=f(x)$. Hence $T^N-1=0$, and any multiple of $X^N-1$ vanishes when evaluated at $T$.

```lean
omit [NeZero N] in
/-- Translating `N` times around the ring is the identity, so `X^N - 1` vanishes at `T`. -/
theorem aeval_shift_period : aeval (shift N K) (X ^ N - 1 : K[X]) = 0 := by
  have h1 : shift N K ^ N = 1 :=
    LinearMap.ext fun f => funext fun x => by simp [shift_pow_apply]
  rw [map_sub, map_pow, aeval_X, map_one, h1, sub_self]
```

## The rank of a divisor of $X^N-1$

For the moment let $g$ be any polynomial with $gc=X^N-1$ for some $c$. Then $\deg g+\deg c=N$. To find the dimension of the range of $g(T)$, consider the linear map

$$L:\;u\mapsto g(T)u(T)\delta_0,\qquad \deg u<\deg c,$$

where $u=0$ is included.

It is injective. If $L(u)=0$ with $u\ne0$, then $gu$ is a nonzero polynomial of degree below $N$ that annihilates $\delta_0$, which was just excluded.

Its image is the whole range of $g(T)$. Each $L(u)$ clearly lies in that range. For the converse, take a state $f$ and divide $p_f=cs+u$ with $\deg u<\deg c$. Then

$$g\,p_f=(X^N-1)s+gu .$$

Evaluating at $T$ and applying the result to $\delta_0$ gives $g(T)f=g(T)u(T)\delta_0=L(u)$.

The polynomials of degree below $\deg c$ form a space of dimension $\deg c$, so this is the rank of $g(T)$. In the code `hinj` is the injectivity, `e` is the division identity solved for $gu$, and `hR` is the equality of ranges.

```lean
/-- If `g c = X^N - 1`, the operator `g(T)` has rank `deg c`. -/
theorem finrank_range_divisor {g c : K[X]} (hgc : g * c = X ^ N - 1) :
    Module.finrank K (LinearMap.range (aeval (shift N K) g)) = c.natDegree := by
  have hq : g * c ≠ 0 := by
    rw [hgc, ← C_1]
    exact X_pow_sub_C_ne_zero (NeZero.pos N) 1
  have hg := left_ne_zero_of_mul hq
  have hc := right_ne_zero_of_mul hq
  have hdeg : g.natDegree + c.natDegree = N := by
    rw [← natDegree_mul hg hc, hgc, ← C_1, natDegree_X_pow_sub_C]
  -- parametrise the range by polynomials of degree below `deg c`
  let L : degreeLT K c.natDegree →ₗ[K] (ZMod N → K) :=
    { toFun := fun u => aeval (shift N K) (g * (u : K[X])) (originState N K)
      map_add' := fun u v => by simp [mul_add]
      map_smul' := fun a u => by simp }
  have hinj : Function.Injective L := by
    rw [← LinearMap.ker_eq_bot, LinearMap.ker_eq_bot']
    intro u hu
    by_contra hne
    have hu0 : (u : K[X]) ≠ 0 := fun h => hne (Subtype.ext h)
    have hlt := (natDegree_lt_iff_degree_lt hu0).2 (mem_degreeLT.1 u.2)
    refine mul_ne_zero hg hu0 (eq_zero_of_aeval_origin (N := N) ?_ hu)
    rw [natDegree_mul hg hu0]
    omega
  have hR : LinearMap.range (aeval (shift N K) g) = LinearMap.range L := by
    apply le_antisymm
    · rintro _ ⟨f, rfl⟩
      have e : g * (hopPoly f % c) = g * hopPoly f - (X ^ N - 1) * (hopPoly f / c) := by
        linear_combination g * (EuclideanDomain.div_add_mod (hopPoly f) c)
          - (hopPoly f / c) * hgc
      refine ⟨⟨hopPoly f % c, mem_degreeLT.2 ?_⟩, ?_⟩
      · rw [← degree_eq_natDegree hc]
        exact degree_mod_lt _ hc
      · change aeval (shift N K) (g * (hopPoly f % c)) (originState N K) = _
        rw [e, map_sub, map_mul, map_mul, aeval_shift_period, zero_mul, sub_zero,
          Module.End.mul_apply, aeval_hopPoly_origin]
    · rintro _ ⟨u, rfl⟩
      refine ⟨aeval (shift N K) (u : K[X]) (originState N K), ?_⟩
      change _ = aeval (shift N K) (g * (u : K[X])) (originState N K)
      rw [map_mul, Module.End.mul_apply]
  rw [hR, LinearMap.finrank_range_of_inj hinj, (degreeLTEquiv K _).finrank_eq,
    Module.finrank_fin_fun]
```

## The rank formula

Now let $g=\gcd(p,X^N-1)$ again, and write $p=ga$ and $X^N-1=gc$. Bézout's identity supplies polynomials $A$ and $B$ with

$$g=pA+(X^N-1)B,\qquad\text{hence}\qquad g(T)=p(T)A(T).$$

From $p(T)=g(T)a(T)$, the range of $H=p(T)$ lies in that of $g(T)$. The Bézout relation gives the reverse inclusion. The two ranges are equal, so

$$\operatorname{rank}H=\deg c=N-\deg g .$$

The theorem states this as a sum, because subtraction of natural numbers in Lean stops at zero. Its only hypotheses are that $K$ is a field and $N\ge1$; $h=0$ is allowed and gives $g=X^N-1$ up to a constant, with rank $0$.

```lean
/-- Over any field, the rank of the circulant Hamiltonian and the degree of
`gcd(p, X^N - 1)` add up to the number `N` of sites. -/
theorem rank_add_natDegree_gcd (h : ZMod N → K) :
    (hamiltonian h).rank + (commonFactor h).natDegree = N := by
  classical
  obtain ⟨a, ha⟩ : commonFactor h ∣ hopPoly h := EuclideanDomain.gcd_dvd_left _ _
  obtain ⟨c, hc⟩ : commonFactor h ∣ X ^ N - 1 := EuclideanDomain.gcd_dvd_right _ _
  have hb : commonFactor h = hopPoly h * EuclideanDomain.gcdA (hopPoly h) (X ^ N - 1)
      + (X ^ N - 1) * EuclideanDomain.gcdB (hopPoly h) (X ^ N - 1) :=
    EuclideanDomain.gcd_eq_gcd_ab _ _
  -- by Bézout, `p(T)` and `gcd(T)` have the same range
  have hR : LinearMap.range (hamiltonian h).mulVecLin
      = LinearMap.range (aeval (shift N K) (commonFactor h)) := by
    rw [hamiltonian_eq_aeval]
    apply le_antisymm
    · rintro _ ⟨f, rfl⟩
      exact ⟨aeval (shift N K) a f, by rw [ha, map_mul, Module.End.mul_apply]⟩
    · rintro _ ⟨f, rfl⟩
      refine ⟨aeval (shift N K) (EuclideanDomain.gcdA (hopPoly h) (X ^ N - 1)) f, ?_⟩
      rw [hb, map_add, map_mul, map_mul, aeval_shift_period, zero_mul, add_zero,
        Module.End.mul_apply]
  have hq : commonFactor h * c ≠ 0 := by
    rw [← hc, ← C_1]
    exact X_pow_sub_C_ne_zero (NeZero.pos N) 1
  rw [Matrix.rank, hR, finrank_range_divisor hc.symm, add_comm,
    ← natDegree_mul (left_ne_zero_of_mul hq) (right_ne_zero_of_mul hq), ← hc, ← C_1,
    natDegree_X_pow_sub_C]
```

## Counting zero-energy states

The states with $Hf=0$ form the kernel of $H$. Since the dimensions of range and kernel add up to $N$, the kernel has dimension $\deg g$. This is the number of null vectors asked for at the start.

```lean
/-- The space of zero-energy states, `H f = 0`, has dimension `deg gcd(p, X^N - 1)`. -/
theorem finrank_zero_modes (h : ZMod N → K) :
    Module.finrank K (LinearMap.ker (hamiltonian h).mulVecLin)
      = (commonFactor h).natDegree := by
  have h1 := LinearMap.finrank_range_add_finrank_ker (hamiltonian h).mulVecLin
  rw [Module.finrank_fintype_fun_eq_card, ZMod.card] at h1
  have h2 := rank_add_natDegree_gcd h
  rw [Matrix.rank] at h2
  omega
```

Take four sites with nearest-neighbour hopping, $h(1)=h(3)=1$ and $h(0)=h(2)=0$, over $\mathbb Q$. This is the Hückel matrix of square cyclobutadiene, with energies measured from the site energy in units of the hopping amplitude. Then

$$p=X+X^3=X(X^2+1),\qquad X^4-1=(X^2-1)(X^2+1),$$

so $g=X^2+1$. The rank is $2$ and there are two linearly independent zero-energy states. Indeed, $Hf=0$ reads $f(x-1)+f(x+1)=0$, with the unnormalised solutions $(1,0,-1,0)$ and $(0,1,0,-1)$. The roots $\pm i$ of $g$ were never needed.

## Rings of $\ell^m$ sites in characteristic $\ell$

Fields of prime characteristic $\ell$ arise when a matrix of integers is reduced modulo $\ell$. If $N=\ell^m$, then

$$X^N-1=(X-1)^N,$$

so $1$ is the only $N$-th root of unity, even in a larger field. For $N>1$ the translation is then not diagonalisable, and there is no basis of Bloch states.

The rank formula still applies. Let $h\neq0$, so that $p\neq0$, and let $\mu$ be the multiplicity of $1$ as a root of $p$. As a divisor of $(X-1)^N$, $g$ is a constant times $(X-1)^i$ for some $i$. Since $g$ divides $p$, $i\le\mu$. Since $\mu\le\deg p<N$, the power $(X-1)^\mu$ divides both $p$ and $X^N-1$, hence also $g$, and $\mu\le i$. Therefore $\deg g=\mu$ and

$$\operatorname{rank}H+\mu=N .$$

Modulo $2$, the four-site example has $p=X(X-1)^2$, so $\mu=2$ and the rank is again $2$. For other integer matrices, reduction modulo $\ell$ can lower the rank, but it never raises it.

In the proof `hle` and `hge` are the two inequalities between $i$ and $\mu$. The case $h=0$ is excluded because Mathlib assigns the zero polynomial root multiplicity $0$, and the sum would then be $0$.

```lean
/-- In prime characteristic `ℓ`, on a ring of `N = ℓ^m` sites and for nonzero `h`, the rank of
the Hamiltonian and the multiplicity of `1` as a root of `p` add up to `N`. -/
theorem rank_add_rootMultiplicity {ℓ m : ℕ} [Fact ℓ.Prime] [CharP K ℓ] (hN : N = ℓ ^ m)
    {h : ZMod N → K} (hh : h ≠ 0) :
    (hamiltonian h).rank + (hopPoly h).rootMultiplicity 1 = N := by
  classical
  have hp : hopPoly h ≠ 0 := fun h0 => hh (by
    rw [← aeval_hopPoly_origin h, h0, map_zero, LinearMap.zero_apply])
  have hdeg : (hopPoly h).natDegree < N :=
    (natDegree_lt_iff_degree_lt hp).2 (mem_degreeLT.1 (Submodule.sum_mem _ fun j hj =>
      mem_degreeLT.2 ((degree_C_mul_X_pow_le _ _).trans_lt
        (by exact_mod_cast Finset.mem_range.1 hj))))
  -- all `N`-th roots of unity coincide
  have hq : (X ^ N - 1 : K[X]) = (X - C 1) ^ N := by
    rw [hN, C_1, sub_pow_char_pow, one_pow]
  have hgp : commonFactor h ∣ hopPoly h := EuclideanDomain.gcd_dvd_left _ _
  have hgq : commonFactor h ∣ (X - C 1) ^ N := hq ▸ EuclideanDomain.gcd_dvd_right _ _
  obtain ⟨i, -, hi⟩ := (dvd_prime_pow (prime_X_sub_C (1 : K)) N).1 hgq
  have hdi : (commonFactor h).natDegree = i := by
    rw [natDegree_eq_of_degree_eq (degree_eq_degree_of_associated hi), natDegree_pow,
      natDegree_X_sub_C, mul_one]
  have hle : i ≤ (hopPoly h).rootMultiplicity 1 :=
    (le_rootMultiplicity_iff hp).2 (hi.symm.dvd.trans hgp)
  have hmp := pow_rootMultiplicity_dvd (hopPoly h) 1
  have hmN : (hopPoly h).rootMultiplicity 1 ≤ N := by
    have := natDegree_le_of_dvd hmp hp
    rw [natDegree_pow, natDegree_X_sub_C, mul_one] at this
    omega
  have hmg : (X - C 1) ^ (hopPoly h).rootMultiplicity 1 ∣ commonFactor h :=
    EuclideanDomain.dvd_gcd hmp (hq ▸ pow_dvd_pow _ hmN)
  have hge := natDegree_le_of_dvd hmg (ne_zero_of_dvd_ne_zero hp hgp)
  rw [natDegree_pow, natDegree_X_sub_C, mul_one] at hge
  have := rank_add_natDegree_gcd h
  omega

end CirculantRank
```

```lean
#print axioms CirculantRank.rank_add_natDegree_gcd
#print axioms CirculantRank.finrank_zero_modes
#print axioms CirculantRank.rank_add_rootMultiplicity
```

```
'CirculantRank.rank_add_natDegree_gcd' depends on axioms: [propext, Classical.choice, Quot.sound]
'CirculantRank.finrank_zero_modes' depends on axioms: [propext, Classical.choice, Quot.sound]
'CirculantRank.rank_add_rootMultiplicity' depends on axioms: [propext, Classical.choice, Quot.sound]
```
